# Gleason's conclusion fails for a qubit: a cubic frame function with no Born matrix

## Physical setting

A statement about probabilities for qubit measurements first has to say what a measurement outcome is. The choice here is to label an outcome by its Bloch direction, a real unit vector n = (n₀, n₁, n₂) with n·n = 1, where the indices 0, 1, 2 stand for x, y, z. To n we attach the matrix

P(n) = (𝟙 + n₀σ_x + n₁σ_y + n₂σ_z)/2,

where 𝟙 is the 2 by 2 identity and σ_x, σ_y, σ_z are the Pauli matrices. A spin measurement along the axis of n has the two outcomes P(n) and P(−n). An assignment of probabilities to outcomes is then a real function f on the unit sphere, and the conditions put on it are

0 ≤ f(n) ≤ 1 and f(n) + f(−n) = 1.

Such an f is called a frame function. A 2 by 2 matrix ρ represents f by the Born rule if f(n) = Tr(ρ P(n)) for every unit n.

Gleason's theorem says that in Hilbert-space dimension three and above, a probability assignment on rank-one projectors that sums to one over each orthonormal basis has the Born form with a density operator ρ. The result below is a counter-example to the same statement in dimension two; the theorem for higher dimension is neither used nor proved. For one spin-½ with projective measurements only, it shows that positivity and normalisation of outcome probabilities do not imply the Born rule.

## Statement

For a real function g, called the profile, define the axially symmetric assignment

f_g(n) = (1 + g(n₂))/2.

1. If g is odd on [−1, 1] and |g(t)| ≤ 1 there, f_g is a frame function.
2. If g is odd on [−1, 1], some complex 2 by 2 matrix represents f_g if and only if g(t) = g(1) t for all t in [−1, 1].
3. For every natural number k, (1 + n₂^(2k+1))/2 is a frame function, and it has a representing matrix if and only if k = 0.
4. In particular f(n) = (1 + n₂³)/2 is a frame function that no complex 2 by 2 matrix represents.

## Derivation

Matrix rows and columns are numbered 0 and 1, and a semicolon separates rows. With i the imaginary unit,

P(n) = ½ ( 1 + n₂ , n₀ − i n₁ ; n₀ + i n₁ , 1 − n₂ ).

The diagonal is real and the off-diagonal entries are conjugates, so P(n) is Hermitian. The (0,0) entry of P(n)² is

¼ [(1 + n₂)² + n₀² + n₁²] = ¼ [1 + 2n₂ + n·n] = (1 + n₂)/2,

which uses n·n = 1, and the (1,1) entry follows with n₂ → −n₂. The (0,1) entry is ¼ (n₀ − i n₁)[(1 + n₂) + (1 − n₂)] = (n₀ − i n₁)/2 for any n, and the (1,0) entry is its conjugate. Hence P(n)² = P(n). The terms linear in n cancel in P(n) + P(−n) = 𝟙, and then P(n)P(−n) = P(n) − P(n)² = 0.

For claim 1, a unit vector has n₂² = 1 − n₀² − n₁² ≤ 1, so |g(n₂)| ≤ 1 and f_g(n) lies in [0, 1]. Oddness gives

f_g(n) + f_g(−n) = (2 + g(n₂) + g(−n₂))/2 = 1.

For claim 2, take any matrix ρ with entries ρ₀₀, ρ₀₁, ρ₁₀, ρ₁₁. Writing P for P(n), the trace is ρ₀₀P₀₀ + ρ₀₁P₁₀ + ρ₁₀P₀₁ + ρ₁₁P₁₁, and collecting the components of n gives

Tr(ρ P(n)) = (A + n₀B + n₁C + n₂D)/2,

A = ρ₀₀ + ρ₁₁, B = ρ₀₁ + ρ₁₀, C = i(ρ₀₁ − ρ₁₀), D = ρ₀₀ − ρ₁₁.

A Born assignment is therefore affine in n. Suppose ρ represents f_g. Fix t in [−1, 1] and put s = √(1 − t²). The vectors (s, 0, t) and (−s, 0, t) have unit length and the same z component, so

(1 + g(t))/2 = (A + sB + tD)/2,

(1 + g(t))/2 = (A − sB + tD)/2.

Adding the two removes B:

1 + g(t) = A + tD.

Oddness at t = 0 gives g(0) = −g(0), so g(0) = 0 and A = 1. At t = 1 we get D = g(1). Hence g(t) = g(1) t. Conversely, if g(t) = g(1) t on [−1, 1], take

ρ = diag((1 + g(1))/2, (1 − g(1))/2).

It has A = 1, B = C = 0 and D = g(1), so Tr(ρ P(n)) = (1 + g(1) n₂)/2 = f_g(n).

For claim 3, g(t) = t^(2k+1) is odd and |t|^(2k+1) ≤ 1 on [−1, 1], so claim 1 applies. Here g(1) = 1, and by claim 2 a representing matrix would need g(1/2) = 1/2, that is (1/2)^(2k) = 1. This is false for k ≥ 1. Claim 4 is k = 1, where the condition reads 1/8 = 1/2.

The smallest case k = 0 has g(t) = t and is representable. The construction above gives ρ = diag(1, 0) = P((0, 0, 1)), the spin-up state along z, and with n₂ = cos θ, θ the polar angle, f = cos²(θ/2). The cubic assignment agrees with this one at both poles and on the equator, where f is 1, 0 and 1/2, and differs at n₂ = 1/2, where it gives 9/16 against 3/4.

## What the formal version assumes

Directions have type `Fin 3 → ℝ`, the components n₀, n₁, n₂ are `n 0`, `n 1`, `n 2`, and unit length is the hypothesis `n ⬝ᵥ n = 1`. The matrices `sigmaX`, `sigmaY`, `sigmaZ` fix the basis in which σ_z is diagonal, with index 0 for spin up. In the code `I` is the imaginary unit, the identity matrix is `1`, and `proj n` is P(n).

A candidate f has type `(Fin 3 → ℝ) → ℝ`, so it is defined on all of ℝ³, but `IsFrameFunction` and `BornRepresents` constrain it on unit vectors only. `IsFrameFunction` asks for no continuity; the counter-example is a polynomial in any case. In `BornRepresents` the real number f(n) is cast to ℂ and set equal to `(ρ * proj n).trace`, and ρ ranges over all of `Matrix (Fin 2) (Fin 2) ℂ`. No hermiticity, positivity or unit trace is required of ρ, so the non-existence in `gleason_fails_for_qubit` excludes density matrices along with every other matrix. In the positive direction, `axial_born_iff_linear` yields only some complex matrix. It has no bound on g among its hypotheses and does not say that the matrix is a state.

`proj_measurement` shows that each antipodal pair is a complete projective measurement. That these pairs exhaust the rank-one projective measurements of a qubit is the familiar Bloch-sphere fact on which the definition of `IsFrameFunction` rests, and the file takes it as the model without proving it. Generalised measurements with non-projective effects and systems of several qubits are not in the model, and the characterisation by linearity covers axially symmetric f only.

## The Lean file

```lean
import Mathlib

open Matrix Complex

namespace QubitGleason

noncomputable section

/-- The Pauli matrix σ_x. -/
def sigmaX : Matrix (Fin 2) (Fin 2) ℂ := !![0, 1; 1, 0]

/-- The Pauli matrix σ_y. -/
def sigmaY : Matrix (Fin 2) (Fin 2) ℂ := !![0, -I; I, 0]

/-- The Pauli matrix σ_z. -/
def sigmaZ : Matrix (Fin 2) (Fin 2) ℂ := !![1, 0; 0, -1]

/-- The matrix P(n) = (𝟙 + n·σ)/2, with 𝟙 the identity matrix, attached to a real vector n. -/
def proj (n : Fin 3 → ℝ) : Matrix (Fin 2) (Fin 2) ℂ :=
  (1 / 2 : ℂ) • (1 + ((n 0 : ℂ) • sigmaX + (n 1 : ℂ) • sigmaY + (n 2 : ℂ) • sigmaZ))

/-- A frame function of a qubit: on unit vectors it takes values in [0,1], and the values
at antipodal directions add up to one. -/
def IsFrameFunction (f : (Fin 3 → ℝ) → ℝ) : Prop :=
  ∀ n : Fin 3 → ℝ, n ⬝ᵥ n = 1 → 0 ≤ f n ∧ f n ≤ 1 ∧ f n + f (-n) = 1

/-- The matrix ρ represents f by the Born rule: f(n) = Tr(ρ P(n)) for every unit vector n. -/
def BornRepresents (ρ : Matrix (Fin 2) (Fin 2) ℂ) (f : (Fin 3 → ℝ) → ℝ) : Prop :=
  ∀ n : Fin 3 → ℝ, n ⬝ᵥ n = 1 → (f n : ℂ) = (ρ * proj n).trace

/-- The axially symmetric assignment f(n) = (1 + g(n_z))/2 built from a profile g. -/
def axial (g : ℝ → ℝ) (n : Fin 3 → ℝ) : ℝ := (1 + g (n 2)) / 2

/-- The entries of P(n) written out. -/
theorem proj_eq (n : Fin 3 → ℝ) :
    proj n = !![(1 + (n 2 : ℂ)) / 2, ((n 0 : ℂ) - I * n 1) / 2;
                ((n 0 : ℂ) + I * n 1) / 2, (1 - (n 2 : ℂ)) / 2] := by
  ext i j
  fin_cases i <;> fin_cases j <;> simp [proj, sigmaX, sigmaY, sigmaZ] <;> ring

/-- For a unit vector n, P(n) is a Hermitian idempotent, P(n) + P(-n) is the identity matrix and
P(n) P(-n) = 0. -/
theorem proj_measurement (n : Fin 3 → ℝ) (hn : n ⬝ᵥ n = 1) :
    (proj n).IsHermitian ∧ proj n * proj n = proj n ∧
      proj n + proj (-n) = 1 ∧ proj n * proj (-n) = 0 := by
  have h : n 0 * n 0 + n 1 * n 1 + n 2 * n 2 = 1 := by
    simpa [dotProduct, Fin.sum_univ_three] using hn
  have hc : (n 0 : ℂ) * n 0 + (n 1 : ℂ) * n 1 + (n 2 : ℂ) * n 2 = 1 := by exact_mod_cast h
  have hherm : (proj n).IsHermitian := by
    unfold Matrix.IsHermitian
    rw [proj_eq]
    ext i j
    fin_cases i <;> fin_cases j <;> simp [Matrix.conjTranspose_apply]
    all_goals ring
  -- idempotency is where the unit length enters
  have hid : proj n * proj n = proj n := by
    rw [proj_eq]
    ext i j
    fin_cases i <;> fin_cases j <;> simp [Matrix.mul_apply, Fin.sum_univ_two] <;>
      first
        | ring1
        | linear_combination (1 / 4 : ℂ) * hc - (n 1 : ℂ) ^ 2 / 4 * I_mul_I
  have hsum : proj n + proj (-n) = 1 := by
    rw [proj_eq, proj_eq]
    ext i j
    fin_cases i <;> fin_cases j <;> simp <;> ring
  refine ⟨hherm, hid, hsum, ?_⟩
  have hneg : proj (-n) = 1 - proj n := eq_sub_of_add_eq' hsum
  rw [hneg, mul_sub, mul_one, hid, sub_self]

/-- For any matrix ρ, Tr(ρ P(n)) is an affine function of n, with the coefficients shown. -/
theorem trace_mul_proj (ρ : Matrix (Fin 2) (Fin 2) ℂ) (n : Fin 3 → ℝ) :
    (ρ * proj n).trace =
      ((ρ 0 0 + ρ 1 1) + (n 0 : ℂ) * (ρ 0 1 + ρ 1 0) + (n 1 : ℂ) * (I * (ρ 0 1 - ρ 1 0))
        + (n 2 : ℂ) * (ρ 0 0 - ρ 1 1)) / 2 := by
  rw [proj_eq]
  simp [Matrix.trace_fin_two, Matrix.mul_apply, Fin.sum_univ_two]
  ring

/-- If g is odd and bounded by one in modulus on [-1,1], then (1 + g(n_z))/2 is a frame
function. -/
theorem axial_isFrameFunction (g : ℝ → ℝ) (hodd : ∀ t, |t| ≤ 1 → g (-t) = -g t)
    (hbd : ∀ t, |t| ≤ 1 → |g t| ≤ 1) : IsFrameFunction (axial g) := by
  intro n hn
  have h : n 0 * n 0 + n 1 * n 1 + n 2 * n 2 = 1 := by
    simpa [dotProduct, Fin.sum_univ_three] using hn
  have hz : |n 2| ≤ 1 := by
    rw [abs_le]
    constructor <;> nlinarith [mul_self_nonneg (n 0), mul_self_nonneg (n 1)]
  obtain ⟨h1, h2⟩ := abs_le.mp (hbd _ hz)
  have h3 := hodd _ hz
  simp only [axial, Pi.neg_apply]
  refine ⟨by linarith, by linarith, by linarith⟩

/-- For g odd on [-1,1], some 2 by 2 complex matrix represents (1 + g(n_z))/2 by the Born rule
if and only if g(t) = g(1) t on [-1,1]. -/
theorem axial_born_iff_linear (g : ℝ → ℝ) (hodd : ∀ t, |t| ≤ 1 → g (-t) = -g t) :
    (∃ ρ, BornRepresents ρ (axial g)) ↔ ∀ t, |t| ≤ 1 → g t = g 1 * t := by
  constructor
  · rintro ⟨ρ, hρ⟩
    -- two directions at the same latitude t, mirror images in x
    have key : ∀ t : ℝ, |t| ≤ 1 →
        1 + (g t : ℂ) = (ρ 0 0 + ρ 1 1) + (t : ℂ) * (ρ 0 0 - ρ 1 1) := by
      intro t ht
      obtain ⟨h1, h2⟩ := abs_le.mp ht
      have h0 : 0 ≤ 1 - t * t := by nlinarith
      obtain ⟨s, hs⟩ : ∃ s : ℝ, s * s = 1 - t * t := ⟨_, Real.mul_self_sqrt h0⟩
      have a := hρ ![s, 0, t] (by simp [dotProduct, Fin.sum_univ_three]; linarith)
      have b := hρ ![-s, 0, t] (by simp [dotProduct, Fin.sum_univ_three]; linarith)
      rw [trace_mul_proj] at a b
      have ea : axial g ![s, 0, t] = (1 + g t) / 2 := rfl
      have eb : axial g ![-s, 0, t] = (1 + g t) / 2 := rfl
      have a0 : (![s, 0, t] : Fin 3 → ℝ) 0 = s := rfl
      have a1 : (![s, 0, t] : Fin 3 → ℝ) 1 = 0 := rfl
      have a2 : (![s, 0, t] : Fin 3 → ℝ) 2 = t := rfl
      have b0 : (![-s, 0, t] : Fin 3 → ℝ) 0 = -s := rfl
      have b1 : (![-s, 0, t] : Fin 3 → ℝ) 1 = 0 := rfl
      have b2 : (![-s, 0, t] : Fin 3 → ℝ) 2 = t := rfl
      rw [ea, a0, a1, a2] at a
      rw [eb, b0, b1, b2] at b
      push_cast at a b
      linear_combination a + b
    have g0 : g 0 = 0 := by
      have h := hodd 0 (by simp)
      rw [neg_zero] at h
      linarith
    intro t ht
    -- the equator and the pole fix the two constants
    have k0 := key 0 (by simp)
    have k1 := key 1 (by simp)
    have kt := key t ht
    rw [g0] at k0
    push_cast at k0 k1
    have hc : (g t : ℂ) = (g 1 : ℂ) * t := by
      linear_combination kt - (t : ℂ) * k1 + ((t : ℂ) - 1) * k0
    exact_mod_cast hc
  · intro hlin
    refine ⟨!![(1 + (g 1 : ℂ)) / 2, 0; 0, (1 - (g 1 : ℂ)) / 2], fun n hn => ?_⟩
    have h : n 0 * n 0 + n 1 * n 1 + n 2 * n 2 = 1 := by
      simpa [dotProduct, Fin.sum_univ_three] using hn
    have hz : |n 2| ≤ 1 := by
      rw [abs_le]
      constructor <;> nlinarith [mul_self_nonneg (n 0), mul_self_nonneg (n 1)]
    rw [trace_mul_proj, axial, hlin _ hz]
    simp
    ring

/-- For every k, f(n) = (1 + n_z^(2k+1))/2 is a frame function, and some 2 by 2 complex matrix
represents it by the Born rule if and only if k = 0. -/
theorem odd_power_frame (k : ℕ) :
    IsFrameFunction (fun n => (1 + n 2 ^ (2 * k + 1)) / 2) ∧
      ((∃ ρ, BornRepresents ρ (fun n => (1 + n 2 ^ (2 * k + 1)) / 2)) ↔ k = 0) := by
  have hodd : ∀ t : ℝ, |t| ≤ 1 → (-t) ^ (2 * k + 1) = -t ^ (2 * k + 1) :=
    fun t _ => Odd.neg_pow ⟨k, rfl⟩ t
  have hbd : ∀ t : ℝ, |t| ≤ 1 → |t ^ (2 * k + 1)| ≤ 1 := by
    intro t ht
    rw [abs_pow]
    exact pow_le_one₀ (abs_nonneg t) ht
  refine ⟨axial_isFrameFunction (fun t => t ^ (2 * k + 1)) hodd hbd, ?_⟩
  refine (axial_born_iff_linear (fun t => t ^ (2 * k + 1)) hodd).trans ⟨fun h => ?_, ?_⟩
  · -- linearity is tested at latitude n_z = 1/2
    by_contra hk
    have hh : ((1 : ℝ) / 2) ^ (2 * k + 1) = 1 ^ (2 * k + 1) * (1 / 2) :=
      h (1 / 2) (by rw [abs_le]; constructor <;> norm_num)
    have hlt : ((1 : ℝ) / 2) ^ (2 * k) < 1 :=
      pow_lt_one₀ (by norm_num) (by norm_num) (by omega)
    rw [one_pow, pow_succ] at hh
    linarith
  · rintro rfl t _
    simp

/-- On unit vectors f(n) = (1 + n_z³)/2 lies in [0,1] with f(n) + f(-n) = 1, yet no 2 by 2
complex matrix ρ has f(n) = Tr(ρ P(n)) for all unit n. -/
theorem gleason_fails_for_qubit :
    IsFrameFunction (fun n => (1 + n 2 ^ 3) / 2) ∧
      ¬ ∃ ρ, BornRepresents ρ (fun n => (1 + n 2 ^ 3) / 2) := by
  obtain ⟨h1, h2⟩ := odd_power_frame 1
  exact ⟨h1, fun h => one_ne_zero (h2.mp h)⟩

end

end QubitGleason
```

```lean
#print axioms QubitGleason.proj_measurement
#print axioms QubitGleason.gleason_fails_for_qubit
```

```
'QubitGleason.proj_measurement' depends on axioms: [propext, Classical.choice, Quot.sound]
'QubitGleason.gleason_fails_for_qubit' depends on axioms: [propext, Classical.choice, Quot.sound]
```

## Notes on the proof

`proj_eq` writes out the four entries of P(n), and the later matrix identities are checked entry by entry from it. In `proj_measurement`, `hc` is n·n = 1 cast to ℂ. The step `hid` closes the off-diagonal entries of P(n)² = P(n) by `ring1`, since they need no unit length, and the diagonal entries by a `linear_combination` of `hc` with `I_mul_I`, which supplies i² = −1. Orthogonality comes from `hneg`, P(−n) = 𝟙 − P(n), as in the derivation. No later theorem calls `proj_measurement`; it supports the reading of the definitions.

`trace_mul_proj` is the formula with A, B, C, D, valid for every real n. `axial_isFrameFunction` obtains |n₂| ≤ 1 as `hz` from the non-negativity of n₀² and n₁², after which the three conditions are linear in g(n₂) and g(−n₂).

In `axial_born_iff_linear`, `key` is the equation 1 + g(t) = A + tD. It introduces s only through `s * s = 1 - t * t`, evaluates the Born condition at `![s, 0, t]` and `![-s, 0, t]` as `a` and `b`, and adds them with `linear_combination a + b`. The hypothesis `hodd` enters once, in `g0`. With `k0`, `k1`, `kt` the instances of `key` at 0, 1 and t, the combination `kt - (t : ℂ) * k1 + ((t : ℂ) - 1) * k0` has g(t) − g(1) t on the left and (A + tD) − t(A + D) + (t − 1)A = 0 on the right. This eliminates A and D in one step, and the resulting equation in ℂ is cast back to ℝ. The converse supplies the diagonal matrix explicitly and rewrites g(n₂) by `hlin`.

`odd_power_frame` applies both results to `fun t => t ^ (2 * k + 1)`. For k ≠ 0, `hh` is the linearity condition at t = 1/2 and `hlt` is (1/2)^(2k) < 1, and the two contradict each other once one factor 1/2 is split off by `pow_succ`. `gleason_fails_for_qubit` is `odd_power_frame 1`, where a representing matrix would force 1 = 0.
